# Exponential decay of bounded grid wavefunctions where the potential stays above the energy by a fixed margin

A particle held in a potential well has a wavefunction that leaks into the classically forbidden region. When the one-dimensional Schrödinger equation is discretised with the three-point finite difference, on a grid that continues without end into the barrier, the tail consists of amplitudes $u_0, u_1, u_2, \dots$ at grid sites, with site 0 at the edge of the barrier. How fast must these amplitudes fall off?

At energy $\varepsilon$, with potential $V_j$ and hopping $t=\hbar^2/(2mh^2)$ for mass $m$ and grid spacing $h$, the equation takes the form
$$u_{j+1}+u_{j-1}=g_j u_j,\qquad g_j=2+\frac{V_j-\varepsilon}{t},\qquad j\ge 1.$$
If $g_j\ge 2\cosh\gamma$ at these sites for some $\gamma>0$, every bounded solution obeys $\|u_j\|\le\|u_0\|e^{-\gamma j}$. Here $\gamma$ is a decay rate per site, not per unit length, and $g_j$ is a coefficient, not a coupling constant.

## Amplitudes, recurrence and Hamiltonian

```lean
import Mathlib

open Real

namespace GridBoundState

noncomputable section

variable {F : Type*} [NormedAddCommGroup F] [NormedSpace ℝ F]
```

The amplitudes live in `F`, an arbitrary real normed space. Real and complex wavefunctions are both included, and so are vectors of several channels, provided that all channels see the same real $g_j$ and are not coupled.

```lean
/-- The three-term recurrence `u_{j+1} + u_{j-1} = g_j u_j` at all sites `j ≥ 1`,
written with the index shifted by one. -/
def IsSolution (g : ℕ → ℝ) (u : ℕ → F) : Prop :=
  ∀ j, u (j + 2) + u j = g (j + 1) • u (j + 1)
```

A sequence of amplitudes is a function `u : ℕ → F`, and `•` multiplies a vector by a real number. The recurrence is centred at site $j+1$, so that no index is ever subtracted:
$$u_{j+2}+u_j=g_{j+1}u_{j+1},\qquad j\ge 0.$$
The value $g_0$ is never used, and no boundary condition is imposed at site 0.

```lean
/-- The amplitude at site `j + 1` in excess of the value that decay by the factor
`exp (-γ)` from site `j` would give. -/
def excess (γ : ℝ) (u : ℕ → F) (j : ℕ) : ℝ :=
  ‖u (j + 1)‖ - exp (-γ) * ‖u j‖
```

This is the quantity $d_j=\|u_{j+1}\|-e^{-\gamma}\|u_j\|$. It is positive exactly when the amplitude fails to shrink by at least the factor $e^{-\gamma}$ from site $j$ to site $j+1$.

```lean
/-- The finite-difference Hamiltonian with hopping `t` and potential `V`, acting on `u`
and evaluated at site `j + 1`. -/
def gridHamiltonian (t : ℝ) (V : ℕ → ℝ) (u : ℕ → F) (j : ℕ) : F :=
  -t • (u (j + 2) - (2 : ℝ) • u (j + 1) + u j) + V (j + 1) • u (j + 1)
```

In ordinary notation,
$$(Hu)_{j+1}=-t\,(u_{j+2}-2u_{j+1}+u_j)+V_{j+1}u_{j+1}.$$
The argument `j` labels the left neighbour of the site where $H$ is evaluated. The diagonal kinetic term $2t$ is kept separate from $V$, so a tight-binding on-site energy corresponds to $V+2t$.

## A positive excess grows exponentially

```lean
/-- If `g ≥ 2 cosh γ` at all sites from 1 on, the excess of a solution at `j + 1` is at least
`exp γ` times its excess at `j`. -/
theorem excess_step {g : ℕ → ℝ} {u : ℕ → F} {γ : ℝ} (hu : IsSolution g u)
    (hg : ∀ j, 2 * cosh γ ≤ g (j + 1)) (j : ℕ) :
    exp γ * excess γ u j ≤ excess γ u (j + 1) := by
  -- the triangle inequality applied to the recurrence
  have h1 : g (j + 1) * ‖u (j + 1)‖ ≤ ‖u (j + 2)‖ + ‖u j‖ := by
    calc g (j + 1) * ‖u (j + 1)‖ ≤ |g (j + 1)| * ‖u (j + 1)‖ :=
          mul_le_mul_of_nonneg_right (le_abs_self _) (norm_nonneg _)
      _ = ‖g (j + 1) • u (j + 1)‖ := by rw [norm_smul, Real.norm_eq_abs]
      _ = ‖u (j + 2) + u j‖ := by rw [hu j]
      _ ≤ ‖u (j + 2)‖ + ‖u j‖ := norm_add_le _ _
  have h2 : (exp γ + exp (-γ)) * ‖u (j + 1)‖ ≤ g (j + 1) * ‖u (j + 1)‖ := by
    refine mul_le_mul_of_nonneg_right ?_ (norm_nonneg _)
    have h := hg j
    rw [Real.cosh_eq] at h
    linarith
  have e : exp γ * exp (-γ) = 1 := by
    rw [← Real.exp_add, add_neg_cancel, Real.exp_zero]
  have h3 : exp γ * (‖u (j + 1)‖ - exp (-γ) * ‖u j‖)
      = exp γ * ‖u (j + 1)‖ - ‖u j‖ := by
    linear_combination (-‖u j‖) * e
  change exp γ * (‖u (j + 1)‖ - exp (-γ) * ‖u j‖)
    ≤ ‖u (j + 2)‖ - exp (-γ) * ‖u (j + 1)‖
  rw [h3]
  linarith
```

The claim is $e^\gamma d_j\le d_{j+1}$. Since $2\cosh\gamma=e^\gamma+e^{-\gamma}$, the lower bound on $g$ and the triangle inequality give
$$(e^\gamma+e^{-\gamma})\|u_{j+1}\|\le g_{j+1}\|u_{j+1}\|\le\|u_{j+2}\|+\|u_j\|.$$
Moving two terms across yields
$$e^\gamma\|u_{j+1}\|-\|u_j\|\le\|u_{j+2}\|-e^{-\gamma}\|u_{j+1}\|.$$
The left side is $e^\gamma d_j$ and the right side is $d_{j+1}$.

In the proof, `h1` is the triangle inequality, written as a `calc` chain, and `h2` is the bound on $g$. The identity `h3` rewrites $e^\gamma d_j$, and `linarith` combines the linear inequalities.

```lean
/-- If `g ≥ 2 cosh γ` at all sites from 1 on, the amplitude `n + 1` sites beyond `k` is at
least `exp γ ^ n` times the excess at `k`. -/
theorem growth_of_excess {g : ℕ → ℝ} {u : ℕ → F} {γ : ℝ} (hu : IsSolution g u)
    (hg : ∀ j, 2 * cosh γ ≤ g (j + 1)) (k n : ℕ) :
    exp γ ^ n * excess γ u k ≤ ‖u (k + n + 1)‖ := by
  have key : exp γ ^ n * excess γ u k ≤ excess γ u (k + n) := by
    induction n with
    | zero => simp
    | succ n ih =>
      calc exp γ ^ (n + 1) * excess γ u k
          = exp γ * (exp γ ^ n * excess γ u k) := by ring
        _ ≤ exp γ * excess γ u (k + n) :=
          mul_le_mul_of_nonneg_left ih (exp_pos γ).le
        _ ≤ excess γ u (k + (n + 1)) := excess_step hu hg (k + n)
  have hpos : 0 ≤ exp (-γ) * ‖u (k + n)‖ := by positivity
  unfold excess at key ⊢
  linarith
```

Repeating the step $n$ times gives $e^{n\gamma}d_k\le d_{k+n}$, which is the induction called `key`. Because
$$\|u_{k+n+1}\|=d_{k+n}+e^{-\gamma}\|u_{k+n}\|\ge d_{k+n},$$
the amplitude itself is at least $e^{n\gamma}d_k$.

## Boundedness forces decay

```lean
/-- For `γ > 0` and `g ≥ 2 cosh γ` at all sites from 1 on, the amplitude of a bounded
solution shrinks by at least the factor `exp (-γ)` at every step. -/
theorem step_decay {g : ℕ → ℝ} {u : ℕ → F} {γ : ℝ} (hγ : 0 < γ) (hu : IsSolution g u)
    (hg : ∀ j, 2 * cosh γ ≤ g (j + 1)) (hb : ∃ C, ∀ j, ‖u j‖ ≤ C) (j : ℕ) :
    ‖u (j + 1)‖ ≤ exp (-γ) * ‖u j‖ := by
  obtain ⟨C, hC⟩ := hb
  by_contra hcon
  have hd : 0 < excess γ u j := sub_pos.2 (lt_of_not_ge hcon)
  -- a positive excess would outgrow the bound `C`
  obtain ⟨n, hn⟩ := pow_unbounded_of_one_lt (C / excess γ u j) (Real.one_lt_exp_iff.2 hγ)
  rw [div_lt_iff₀ hd] at hn
  have h1 := growth_of_excess hu hg j n
  have h2 := hC (j + n + 1)
  linarith
```

The hypothesis `hb` says that some constant $C$ satisfies $\|u_j\|\le C$ at every site. A normalisable state has this property, since its squared amplitudes have a finite sum.

Suppose the claimed inequality fails at site $j$, so that $d_j>0$. As $e^\gamma>1$, some $n$ satisfies $e^{n\gamma}>C/d_j$. The previous theorem then gives $\|u_{j+n+1}\|\ge e^{n\gamma}d_j>C$, a contradiction. The tactic `by_contra` introduces the supposition, and `pow_unbounded_of_one_lt` supplies $n$.

Without boundedness the conclusion is false. Take $u_j=2^j$ and $g_j=5/2$, which is $2\cosh\gamma$ for $\gamma=\ln 2$. The recurrence holds, since $4\cdot2^j+2^j=\tfrac52\cdot2^{j+1}$, yet the amplitude doubles at every site. Even the weaker requirement $\|u_j\|\le Ce^{\gamma j}$ would therefore not be enough.

```lean
/-- Exponential decay of bounded solutions: for `γ > 0` and `g ≥ 2 cosh γ` at all sites from 1 on, a
bounded solution satisfies `‖u_j‖ ≤ ‖u_0‖ exp (-γ j)` at every site. -/
theorem exponential_decay {g : ℕ → ℝ} {u : ℕ → F} {γ : ℝ} (hγ : 0 < γ)
    (hu : IsSolution g u) (hg : ∀ j, 2 * cosh γ ≤ g (j + 1))
    (hb : ∃ C, ∀ j, ‖u j‖ ≤ C) (j : ℕ) :
    ‖u j‖ ≤ ‖u 0‖ * exp (-γ * j) := by
  induction j with
  | zero => simp
  | succ j ih =>
    have he : exp (-γ * ((j + 1 : ℕ) : ℝ)) = exp (-γ) * exp (-γ * j) := by
      rw [← Real.exp_add]
      congr 1
      push_cast
      ring
    calc ‖u (j + 1)‖ ≤ exp (-γ) * ‖u j‖ := step_decay hγ hu hg hb j
      _ ≤ exp (-γ) * (‖u 0‖ * exp (-γ * j)) :=
        mul_le_mul_of_nonneg_left ih (exp_pos _).le
      _ = ‖u 0‖ * exp (-γ * ((j + 1 : ℕ) : ℝ)) := by rw [he]; ring
```

At $j=0$ the bound is an equality. If it holds at $j$, then
$$\|u_{j+1}\|\le e^{-\gamma}\|u_j\|\le e^{-\gamma}\|u_0\|e^{-\gamma j}=\|u_0\|e^{-\gamma(j+1)}.$$
The `induction` follows these lines, with `he` combining the exponentials. The bound is relative to $\|u_0\|$, so the normalisation of $u$ plays no role.

## At most one bounded solution for each edge value

```lean
/-- For `γ > 0` and `g ≥ 2 cosh γ` at all sites from 1 on, two bounded solutions that
agree at site 0 agree everywhere. -/
theorem bounded_solution_unique {g : ℕ → ℝ} {u v : ℕ → F} {γ : ℝ} (hγ : 0 < γ)
    (hg : ∀ j, 2 * cosh γ ≤ g (j + 1)) (hu : IsSolution g u) (hv : IsSolution g v)
    (hbu : ∃ C, ∀ j, ‖u j‖ ≤ C) (hbv : ∃ C, ∀ j, ‖v j‖ ≤ C) (h0 : u 0 = v 0) :
    u = v := by
  obtain ⟨C, hC⟩ := hbu
  obtain ⟨D, hD⟩ := hbv
  -- the difference is a bounded solution that vanishes at site 0
  have hw : IsSolution g (fun j => u j - v j) := by
    intro j
    change u (j + 2) - v (j + 2) + (u j - v j) = g (j + 1) • (u (j + 1) - v (j + 1))
    rw [smul_sub, ← hu j, ← hv j]
    abel
  have hbw : ∃ B, ∀ j, ‖u j - v j‖ ≤ B :=
    ⟨C + D, fun j => (norm_sub_le _ _).trans (add_le_add (hC j) (hD j))⟩
  funext j
  have h : ‖u j - v j‖ ≤ ‖u 0 - v 0‖ * exp (-γ * j) :=
    exponential_decay hγ hw hg hbw j
  rw [h0, sub_self, norm_zero, zero_mul] at h
  exact sub_eq_zero.1 (norm_le_zero_iff.1 h)
```

Let $u$ and $v$ be bounded solutions with $u_0=v_0$. By linearity $w_j=u_j-v_j$ solves the same recurrence (`hw`), and it is bounded by the sum of the two bounds (`hbw`). The decay theorem gives $\|w_j\|\le\|w_0\|e^{-\gamma j}=0$, hence $u=v$. The theorem states uniqueness; it does not claim that a bounded solution exists for every $g$.

## The rate is attained

```lean
/-- For `γ > 0` the sequence `exp (-γ j)` solves the recurrence with constant
`g = 2 cosh γ`, is bounded by 1, and attains the decay bound at every site. -/
theorem decay_bound_attained {γ : ℝ} (hγ : 0 < γ) :
    IsSolution (fun _ => 2 * cosh γ) (fun j : ℕ => exp (-γ * j)) ∧
    (∀ j : ℕ, ‖exp (-γ * j)‖ ≤ 1) ∧
    ∀ j : ℕ, ‖exp (-γ * j)‖ = ‖exp (-γ * (0 : ℕ))‖ * exp (-γ * j) := by
  refine ⟨fun j => ?_, fun j => ?_, fun j => ?_⟩
  · change exp (-γ * ((j + 2 : ℕ) : ℝ)) + exp (-γ * j)
      = (2 * cosh γ) * exp (-γ * ((j + 1 : ℕ) : ℝ))
    have h1 : exp (-γ * ((j + 2 : ℕ) : ℝ))
        = exp (-γ * ((j + 1 : ℕ) : ℝ)) * exp (-γ) := by
      rw [← Real.exp_add]
      congr 1
      push_cast
      ring
    have h2 : exp (-γ * j) = exp (-γ * ((j + 1 : ℕ) : ℝ)) * exp γ := by
      rw [← Real.exp_add]
      congr 1
      push_cast
      ring
    rw [h1, h2, Real.cosh_eq]
    ring
  · rw [Real.norm_eq_abs, Real.abs_exp, Real.exp_le_one_iff]
    have h : 0 ≤ γ * (j : ℝ) := by positivity
    linarith
  · simp [Real.abs_exp]
```

The three parts say that $e^{-\gamma j}$ solves the recurrence with constant $g=2\cosh\gamma$, is bounded by 1, and turns the decay bound into an equality at every site. The first follows by taking out a common factor:
$$e^{-\gamma(j+2)}+e^{-\gamma j}=e^{-\gamma(j+1)}(e^{-\gamma}+e^{\gamma})=2\cosh\gamma\;e^{-\gamma(j+1)}.$$
The second holds because $\gamma j\ge0$, and the third because the value at site 0 is 1.

## Back to the Schrödinger equation

```lean
/-- A bounded solution of the grid Schrödinger equation with hopping `t > 0` and energy `ε`
decays at least as fast as `exp (-γ j)`, `γ > 0`, if the potential is at least
`ε + 2 t (cosh γ - 1)` at all sites from 1 on. -/
theorem schrodinger_decay {t ε γ : ℝ} {V : ℕ → ℝ} {u : ℕ → F} (ht : 0 < t) (hγ : 0 < γ)
    (hu : ∀ j, gridHamiltonian t V u j = ε • u (j + 1))
    (hV : ∀ j, ε + 2 * t * (cosh γ - 1) ≤ V (j + 1))
    (hb : ∃ C, ∀ j, ‖u j‖ ≤ C) (j : ℕ) :
    ‖u j‖ ≤ ‖u 0‖ * exp (-γ * j) := by
  -- dividing by the hopping gives the recurrence with `g = 2 + (V - ε) / t`
  have hs : IsSolution (fun i => 2 + (V i - ε) / t) u := by
    intro i
    have h := hu i
    unfold gridHamiltonian at h
    have hq : (V (i + 1) - ε) / t * t = V (i + 1) - ε := div_mul_cancel₀ _ ht.ne'
    have hc : t * (2 + (V (i + 1) - ε) / t) = 2 * t + (V (i + 1) - ε) := by
      linear_combination hq
    apply smul_right_injective F ht.ne'
    change t • (u (i + 2) + u i) = t • ((2 + (V (i + 1) - ε) / t) • u (i + 1))
    rw [smul_smul, hc]
    linear_combination (norm := module) (-1 : ℝ) • h
  refine exponential_decay hγ hs (fun i => ?_) hb j
  have h : 2 * cosh γ - 2 ≤ (V (i + 1) - ε) / t := by
    rw [le_div_iff₀ ht]
    linarith [hV i]
  change 2 * cosh γ ≤ 2 + (V (i + 1) - ε) / t
  linarith

end

end GridBoundState
```

The hypothesis `hu` is $(Hu)_{j+1}=\varepsilon u_{j+1}$. Collecting terms gives
$$t\,(u_{j+2}+u_j)=(2t+V_{j+1}-\varepsilon)\,u_{j+1},$$
and division by $t>0$ gives the recurrence with $g_{j+1}=2+(V_{j+1}-\varepsilon)/t$. The condition $V_{j+1}\ge\varepsilon+2t(\cosh\gamma-1)$ is then the same as $g_{j+1}\ge2\cosh\gamma$, and `exponential_decay` finishes the proof. In Lean, `hs` establishes the recurrence by cancelling the common factor $t$.

The condition on $V$ describes a barrier that exceeds the energy by at least a fixed amount $\Delta>0$ at every site from 1 on; the corresponding rate is given by $\cosh\gamma=1+\Delta/(2t)$. For a single particle on a one-dimensional, half-infinite grid, this helps to estimate how many barrier sites carry appreciable amplitude. A computed grid ends at some site $N$, where boundedness says nothing. If the amplitude is set to zero there, $u_N=0$, then $d_{N-1}\le0$, and the inequality $e^\gamma d_j\le d_{j+1}$ forces every earlier $d_j\le0$, so the same decay bound holds up to site $N$. The step from grid amplitudes to the wavefunction in continuous space needs a separate estimate of the discretisation error.

```lean
#print axioms GridBoundState.bounded_solution_unique
#print axioms GridBoundState.decay_bound_attained
#print axioms GridBoundState.schrodinger_decay
```

```
'GridBoundState.bounded_solution_unique' depends on axioms: [propext, Classical.choice, Quot.sound]
'GridBoundState.decay_bound_attained' depends on axioms: [propext, Classical.choice, Quot.sound]
'GridBoundState.schrodinger_decay' depends on axioms: [propext, Classical.choice, Quot.sound]
```
